# Exchange adds $J-K$ to the orbital-energy splitting of a p shell with $p_{1/2}$ filled and $p_{3/2}$ empty

Take two electrons in the $p_{1/2}$ spin-orbit level of a p shell (the lower one-electron level when $\zeta>0$), and none in $p_{3/2}$. Let $J=(aa|bb)$ and $K=(ab|ab)$ be the Coulomb and exchange integrals of two different real p orbitals $a,b$, and let $\zeta$ be the spin-orbit constant. If exchange is built from the spin-averaged density, it only shifts all six orbital energies equally, and the splitting between the $p_{1/2}$ and $p_{3/2}$ Fock eigenvalues stays at the one-electron value $3\zeta/2$. Exchange built from all four spin blocks of the density adds $J-K$. In this model, one p shell with fixed radial function, that is the part of a two-component Hartree–Fock splitting lost by spin averaging.

```lean
import Mathlib

open Matrix Complex
open scoped Kronecker ComplexConjugate

namespace PShellSpinOrbitExchange

noncomputable section

/-- Operators on the three real p orbitals. -/
abbrev M3 := Matrix (Fin 3) (Fin 3) ℂ

/-- Operators on p-shell spinors, indexed by (orbital, spin). -/
abbrev M6 := Matrix (Fin 3 × Fin 2) (Fin 3 × Fin 2) ℂ
```

`M3` holds complex $3\times3$ matrices on the real orbitals $p_x,p_y,p_z$, numbered $0,1,2$. `M6` is indexed by pairs $(a,s)$ of orbital and spin, with $s=0$ for $\alpha$ and $s=1$ for $\beta$.

```lean
/-- The Levi-Civita symbol ε_kab. -/
def eps : Fin 3 → Fin 3 → Fin 3 → ℂ :=
  ![![![0, 0, 0], ![0, 0, 1], ![0, -1, 0]],
    ![![0, 0, -1], ![0, 0, 0], ![1, 0, 0]],
    ![![0, 1, 0], ![-1, 0, 0], ![0, 0, 0]]]

/-- Orbital angular momentum in the real p basis, (L_k)_ab = -i ε_kab. -/
def L (k : Fin 3) : M3 := Matrix.of fun a b => -I * eps k a b

/-- The Pauli matrices σ_x, σ_y, σ_z. -/
def pauli : Fin 3 → Matrix (Fin 2) (Fin 2) ℂ :=
  ![!![0, 1; 1, 0], !![0, -I; I, 0], !![1, 0; 0, -1]]

/-- The spin-orbit operator L·σ = Σ_k L_k ⊗ σ_k. -/
def LS : M6 := ∑ k, L k ⊗ₖ pauli k
```

`eps` tabulates $\epsilon_{kab}$ with $\epsilon_{012}=1$, `I` is $i$, and $(L_k)_{ab}=-i\epsilon_{kab}$ with $\hbar=1$. The symbol `⊗ₖ` is the Kronecker product, so `LS` is $L\cdot\sigma=\sum_k L_k\otimes\sigma_k$ with Pauli matrices $\sigma_k$.

```lean
/-- The two-component density matrix D = (1 - L·σ)/3. -/
def D : M6 := (1 / 3 : ℂ) • (1 - LS)

/-- The 6 × 2 matrix W with entries W_(a,s),t = (σ_a)_st. -/
def W : Matrix (Fin 3 × Fin 2) (Fin 2) ℂ := Matrix.of fun p t => pauli p.1 p.2 t
```

The density is $D=(1-L\cdot\sigma)/3$; `•` multiplies by a scalar. $W$ stacks $\sigma_0,\sigma_1,\sigma_2$ into a $6\times2$ matrix, where `p.1` and `p.2` are the orbital and spin of row `p`.

```lean
/-- The Kronecker delta on orbital indices. -/
def δ (a b : Fin 3) : ℂ := if a = b then 1 else 0

/-- The p-shell two-electron integrals
(ac|db) = J δ_ac δ_db + K (δ_ad δ_cb + δ_ab δ_cd). -/
def eri (J K : ℝ) (a c d b : Fin 3) : ℂ :=
  J * δ a c * δ d b + K * (δ a d * δ c b + δ a b * δ c d)
```

For $a\ne b$ this gives $(aa|bb)=J$, $(ab|ab)=(ab|ba)=K$ and $(aa|aa)=J+2K$. The form is assumed, not derived from $1/r_{12}$, and $J,K$ are arbitrary reals.

```lean
/-- Exchange contraction X[P]_ab = Σ_cd (ac|db) P_cd of an orbital matrix. -/
def exch (J K : ℝ) (P : M3) : M3 :=
  Matrix.of fun a b => ∑ c, ∑ d, eri J K a c d b * P c d

/-- Coulomb contraction C[P]_ab = Σ_cd (ab|cd) P_dc of an orbital matrix. -/
def coul (J K : ℝ) (P : M3) : M3 :=
  Matrix.of fun a b => ∑ c, ∑ d, eri J K a b c d * P d c
```

For an orbital matrix $P$, $X[P]_{ab}=\sum_{cd}(ac|db)P_{cd}$ and $C[P]_{ab}=\sum_{cd}(ab|cd)P_{dc}$.

```lean
/-- The (s, t) spin block of a spinor matrix. -/
def block (P : M6) (s t : Fin 2) : M3 := Matrix.of fun a b => P (a, s) (b, t)

/-- Two-component exchange matrix: the exchange contraction applied to each spin block. -/
def exch2 (J K : ℝ) (P : M6) : M6 :=
  Matrix.of fun p q => exch J K (block P p.2 q.2) p.1 q.1

/-- Two-component Coulomb matrix: the Coulomb contraction of the spin-traced density times
the unit matrix in spin space. -/
def coul2 (J K : ℝ) (P : M6) : M6 :=
  coul J K (block P 0 0 + block P 1 1) ⊗ₖ (1 : Matrix (Fin 2) (Fin 2) ℂ)

/-- Fock matrix ε + (ζ/2) L·σ + C[P] - X[P] with one-electron level ε and spin-orbit
constant ζ. -/
def fock (ε ζ J K : ℝ) (P : M6) : M6 :=
  (ε : ℂ) • (1 : M6) + (ζ / 2 : ℂ) • LS + coul2 J K P - exch2 J K P
```

`block P s t` is $P^{st}_{ab}=P_{(a,s),(b,t)}$. Exchange acts on all four blocks, Coulomb sees only $P^{00}+P^{11}$, and $F[P]=\varepsilon+\tfrac{\zeta}{2}L\cdot\sigma+C[P]-X[P]$ with one-electron level $\varepsilon$. There is no two-electron spin-orbit term and no other shell.

```lean
/-- The exchange contraction of any orbital matrix is J P + K Pᵀ + K (tr P) 1. -/
theorem exch_formula (J K : ℝ) (P : M3) :
    exch J K P = (J : ℂ) • P + (K : ℂ) • Pᵀ + (K * P.trace) • (1 : M3) := by
  ext a b
  fin_cases a <;> fin_cases b <;>
    simp [exch, eri, δ, Fin.sum_univ_three, Matrix.trace] <;> ring

/-- The Coulomb contraction of any orbital matrix is J (tr P) 1 + K (P + Pᵀ). -/
theorem coul_formula (J K : ℝ) (P : M3) :
    coul J K P = (J * P.trace) • (1 : M3) + (K : ℂ) • (P + Pᵀ) := by
  ext a b
  fin_cases a <;> fin_cases b <;>
    simp [coul, eri, δ, Fin.sum_univ_three, Matrix.trace] <;> ring
```

In $X$, $\delta_{ac}\delta_{db}$ picks $P_{ab}$, $\delta_{ad}\delta_{cb}$ picks $P_{ba}$, and $\delta_{ab}\delta_{cd}$ gives the trace. In $C$ the trace comes with $J$:
$$X[P]=JP+KP^{T}+K\operatorname{tr}P,\qquad C[P]=J\operatorname{tr}P+K(P+P^{T}).$$
In Lean, `ext a b` passes to entries, `fin_cases` runs through the nine index pairs, and `simp` performs the sums.

```lean
/-- Exchange multiplies each L_k by J - K, and the Coulomb contraction of L_k vanishes. -/
theorem contract_L (J K : ℝ) (k : Fin 3) :
    exch J K (L k) = (J - K : ℂ) • L k ∧ coul J K (L k) = 0 := by
  -- L_k is antisymmetric and traceless
  have hT : (L k)ᵀ = -L k := by
    ext a b
    fin_cases k <;> fin_cases a <;> fin_cases b <;> simp [L, eps]
  have h0 : (L k).trace = 0 := by
    fin_cases k <;> simp [L, eps, Matrix.trace, Fin.sum_univ_three]
  constructor
  · rw [exch_formula, hT, h0]
    module
  · rw [coul_formula, hT, h0]
    simp
```

$L_k^T=-L_k$ (`hT`) and $\operatorname{tr}L_k=0$ (`h0`) give $X[L_k]=(J-K)L_k$ and $C[L_k]=0$; `module` collects scalar coefficients. Antisymmetry matters: the traceless symmetric $P=\operatorname{diag}(1,-1,0)$ has $X[P]=(J+K)P$ and $C[P]=2KP$. An easy slip is writing $P_{dc}$ in the exchange sum. It is invisible for symmetric $P$ but turns $J-K$ into $K-J$ for $L_k$.

```lean
/-- The factorisation 1 - L·σ = W W† holds, with W† W = 3. -/
theorem factorisation :
    1 - LS = W * Wᴴ ∧ Wᴴ * W = (3 : ℂ) • (1 : Matrix (Fin 2) (Fin 2) ℂ) := by
  constructor
  · ext ⟨a, s⟩ ⟨b, t⟩
    fin_cases a <;> fin_cases s <;> fin_cases b <;> fin_cases t <;>
      simp [LS, L, eps, pauli, W, Matrix.mul_apply, Fin.sum_univ_three,
        Fin.sum_univ_two]
  · ext s t
    fin_cases s <;> fin_cases t <;>
      simp [pauli, W, Matrix.mul_apply, Fintype.sum_prod_type,
        Fin.sum_univ_three, Fin.sum_univ_two] <;> norm_num
```

`Wᴴ` is $W^\dagger$. The $(a,b)$ orbital block of $WW^\dagger$ is $\sigma_a\sigma_b=\delta_{ab}+i\sum_k\epsilon_{kab}\sigma_k$, which is the same block of $1-L\cdot\sigma$. Also $W^\dagger W=\sum_a\sigma_a^2=3$, so the columns of $W/\sqrt3$ are orthonormal spinors. Lean checks the 36 and the 4 entries.

```lean
/-- D is a Hermitian idempotent matrix of rank 2. -/
theorem D_projector : Dᴴ = D ∧ D * D = D ∧ D.rank = 2 := by
  have hW : D = (1 / 3 : ℂ) • (W * Wᴴ) := by rw [D, factorisation.1]
  -- B = W†/3 gives D = W B and B W = 1
  obtain ⟨B, hD, hBW⟩ : ∃ B : Matrix (Fin 2) (Fin 3 × Fin 2) ℂ, D = W * B ∧ B * W = 1 := by
    refine ⟨(1 / 3 : ℂ) • Wᴴ, ?_, ?_⟩
    · rw [hW, Matrix.mul_smul]
    · rw [Matrix.smul_mul, factorisation.2, smul_smul]
      norm_num
  refine ⟨?_, ?_, le_antisymm ?_ ?_⟩
  · have hs : star (1 / 3 : ℂ) = 1 / 3 := by simp
    rw [hW, conjTranspose_smul, conjTranspose_mul, conjTranspose_conjTranspose, hs]
  · rw [hD, Matrix.mul_assoc, ← Matrix.mul_assoc B, hBW, Matrix.one_mul]
  · rw [hD]
    exact (rank_mul_le_left W B).trans ((rank_le_card_width W).trans_eq (Fintype.card_fin 2))
  · have h : B * D * W = 1 := by
      rw [hD, ← Matrix.mul_assoc, hBW, Matrix.one_mul, hBW]
    have h1 := rank_mul_le_left (B * D) W
    have h2 := rank_mul_le_right B D
    rw [h, rank_one, Fintype.card_fin] at h1
    exact h1.trans h2
```

$D$ is Hermitian, idempotent and of rank 2: two electrons. From $D=WW^\dagger/3$ Hermiticity is immediate. With $B=W^\dagger/3$ one has $D=WB$ and $BW=1$, so $D^2=W(BW)B=D$. The rank is at most 2 because $W$ has two columns, and at least 2 because $BDW$ is the $2\times2$ identity; `le_antisymm` joins the bounds.

```lean
/-- L·σ acts as -2 on the range of D and as 1 on the range of 1 - D. -/
theorem LS_eigen : LS * D = (-2 : ℂ) • D ∧ LS * (1 - D) = 1 - D := by
  have h : LS = 1 - (3 : ℂ) • D := by
    unfold D
    module
  have h2 : LS * D = (-2 : ℂ) • D := by
    rw [h, sub_mul, one_mul, smul_mul_assoc, D_projector.2.1]
    module
  refine ⟨h2, ?_⟩
  rw [mul_sub, mul_one, h2, h]
  module
```

Since $L\cdot\sigma=1-3D$, $L\cdot\sigma\,D=D-3D=-2D$ and $L\cdot\sigma(1-D)=1-3D+2D=1-D$. The values $-2$ and $1$ are those of $p_{1/2}$ and $p_{3/2}$, although total angular momentum is never defined in Lean.

```lean
/-- The spin blocks of D (α = 0, β = 1) satisfy, entrywise, D^ββ = conj D^αα and
D^βα = -conj D^αβ. -/
theorem D_kramers (a b : Fin 3) :
    D (a, 1) (b, 1) = conj (D (a, 0) (b, 0)) ∧ D (a, 1) (b, 0) = -conj (D (a, 0) (b, 1)) := by
  have h3 : (starRingEnd ℂ) 3 = 3 := map_ofNat (starRingEnd ℂ) 3
  constructor <;> fin_cases a <;> fin_cases b <;>
    simp [D, LS, L, eps, pauli, Fin.sum_univ_three, h3]
```

Entrywise, $D^{\beta\beta}=\overline{D^{\alpha\alpha}}$ and $D^{\beta\alpha}=-\overline{D^{\alpha\beta}}$. Each $L_k$ is imaginary, so $D^{\alpha\alpha}=(1-L_2)/3$ conjugates to $(1+L_2)/3=D^{\beta\beta}$, and $D^{\alpha\beta}=-(L_0-iL_1)/3$ conjugates to $(L_0+iL_1)/3=-D^{\beta\alpha}$. These are the block relations of a Kramers-restricted density in a real basis. Kramers' degeneracy theorem and the time-reversal operator itself do not enter.

```lean
/-- Exchange applied per spin block gives -X[D] = -(J + 4K)/3 + (J - K) L·σ/3. -/
theorem neg_exch2_D (J K : ℝ) :
    -exch2 J K D = (-(J + 4 * K) / 3 : ℂ) • (1 : M6) + ((J - K) / 3 : ℂ) • LS := by
  ext ⟨a, s⟩ ⟨b, t⟩
  -- the Pauli entries are spectators; only the orbital indices are enumerated
  by_cases h : s = t <;> fin_cases a <;> fin_cases b <;>
    simp [exch2, exch_formula, block, D, LS, L, eps, Matrix.trace, Matrix.one_apply,
      Fin.sum_univ_three, h] <;> ring
```

The blocks are $D^{st}=\tfrac13\big(\delta_{st}-\sum_k(\sigma_k)_{st}L_k\big)$. Exchange is linear, $X[1]=J+K+3K$ and $X[L_k]=(J-K)L_k$, hence
$$-X[D]=-\frac{J+4K}{3}+\frac{J-K}{3}\,L\cdot\sigma .$$
Lean does not call `contract_L`. It splits on $s=t$, leaves the Pauli entries symbolic, and applies `exch_formula` to each orbital pair.

```lean
/-- The Fock matrix built from D is ε + 5J/3 + (ζ/2 + (J - K)/3) L·σ. It acts as
ε - ζ + J + 2K/3 on the range of D and as that value plus 3ζ/2 + (J - K) on the range
of 1 - D. -/
theorem fock_splitting (ε ζ J K : ℝ) :
    fock ε ζ J K D = (ε + 5 * J / 3 : ℂ) • (1 : M6) + (ζ / 2 + (J - K) / 3 : ℂ) • LS ∧
    fock ε ζ J K D * D = (ε - ζ + J + 2 * K / 3 : ℂ) • D ∧
    fock ε ζ J K D * (1 - D) =
      (ε - ζ + J + 2 * K / 3 + (3 * ζ / 2 + (J - K)) : ℂ) • (1 - D) := by
  -- the spin-traced density is spherical
  have hs : block D 0 0 + block D 1 1 = (2 / 3 : ℂ) • (1 : M3) := by
    ext a b
    fin_cases a <;> fin_cases b <;>
      simp [block, D, LS, L, eps, pauli, Matrix.one_apply, Fin.sum_univ_three] <;> norm_num
  have hc : coul J K ((2 / 3 : ℂ) • (1 : M3)) = (2 * J + 4 * K / 3 : ℂ) • (1 : M3) := by
    rw [coul_formula, trace_smul, trace_one, transpose_smul, transpose_one]
    simp only [Fintype.card_fin, smul_eq_mul, Nat.cast_ofNat]
    module
  have hC : coul2 J K D = (2 * J + 4 * K / 3 : ℂ) • (1 : M6) := by
    rw [coul2, hs, hc, Matrix.smul_kronecker, Matrix.one_kronecker_one]
  have hF : fock ε ζ J K D =
      (ε + 5 * J / 3 : ℂ) • (1 : M6) + (ζ / 2 + (J - K) / 3 : ℂ) • LS := by
    rw [fock, hC]
    linear_combination (norm := module) neg_exch2_D J K
  refine ⟨hF, ?_, ?_⟩
  · rw [hF, add_mul, smul_mul_assoc, smul_mul_assoc, one_mul, LS_eigen.1]
    module
  · rw [hF, add_mul, smul_mul_assoc, smul_mul_assoc, one_mul, LS_eigen.2]
    module

end

end PShellSpinOrbitExchange
```

The Pauli matrices are traceless, so $D^{00}+D^{11}=\tfrac23$ (`hs`) and the Coulomb matrix is $2J+\tfrac43K$ (`hc`, `hC`). Adding $-X[D]$ cancels the $\tfrac43K$, which is the `linear_combination` step in `hF`:
$$F[D]=\varepsilon+\tfrac53J+\Big(\tfrac{\zeta}{2}+\tfrac{J-K}{3}\Big)L\cdot\sigma .$$
Inserting $-2$ gives $\varepsilon-\zeta+J+\tfrac23K$ on the range of $D$. Inserting $1$ gives a value higher by three times the bracket, $\tfrac32\zeta+(J-K)$, on the range of $1-D$. No sign is assumed, so the occupied level lies lower only when this quantity is positive.

With $D$ kept fixed, the splitting at $\zeta=0$ is still $J-K$: this part comes from which spinors are occupied, not from the spin-orbit term. The splitting separates occupied from empty Fock eigenvalues and is not an excitation energy of the two-electron shell. For comparison, spin averaging replaces $D$ by $\tfrac12(D^{00}+D^{11})\otimes1=\tfrac13$. The Coulomb matrix is unchanged and exchange becomes the scalar $(J+4K)/3$, so the Fock matrix is $\varepsilon+\tfrac53J+\tfrac{\zeta}{2}L\cdot\sigma$ with splitting $3\zeta/2$. This comparison is not formalised in Lean.

```lean
#print axioms PShellSpinOrbitExchange.contract_L
-- 'PShellSpinOrbitExchange.contract_L' depends on axioms: [propext, Classical.choice, Quot.sound]
#print axioms PShellSpinOrbitExchange.D_kramers
-- 'PShellSpinOrbitExchange.D_kramers' depends on axioms: [propext, Classical.choice, Quot.sound]
#print axioms PShellSpinOrbitExchange.fock_splitting
-- 'PShellSpinOrbitExchange.fock_splitting' depends on axioms: [propext, Classical.choice, Quot.sound]
```
